# One-body propagation maps a two-particle determinant to the determinant of the propagated orbitals

For a complex one-body matrix $A$ on a finite orbital basis, let $T(X)=AX+XA^{\mathsf T}$ act on two-particle amplitudes. For every complex $t$,

$$e^{tT}X=e^{tA}\,X\,(e^{tA})^{\mathsf T},\qquad e^{tT}(uv^{\mathsf T}-vu^{\mathsf T})=u'v'^{\mathsf T}-v'u'^{\mathsf T},$$

with $u'=e^{tA}u$ and $v'=e^{tA}v$. In auxiliary-field quantum Monte Carlo, whose walkers are determinants, a nonlocal pseudopotential can therefore be propagated without the locality approximation. The theorem here covers two particles that do not interact with each other.

## Amplitudes, generator and propagator

The finite type `n` labels an orthonormal basis of one-particle states, spin included if wanted.

```lean
import Mathlib

open Matrix

namespace OrbitalSpacePropagation

noncomputable section

variable {n : Type*} [Fintype n] [DecidableEq n]
```

The entry $X_{ij}$ is the amplitude for particle 1 in state $i$ and particle 2 in state $j$. Left multiplication by $A$ acts on particle 1 and right multiplication by $A^{\mathsf T}$ on particle 2, so $T$ is $A\otimes 1+1\otimes A$. Nothing requires $A$ to be Hermitian or diagonal.

```lean
/-- The one-body operator `A` acting on both particles of a two-particle amplitude matrix:
`X ↦ A X + X Aᵀ`. -/
def oneBody (A : Matrix n n ℂ) : Matrix n n ℂ →ₗ[ℂ] Matrix n n ℂ :=
  LinearMap.mulLeft ℂ A + LinearMap.mulRight ℂ Aᵀ
```

The propagator is the series $\sum_k (t^k/k!)\,T^kX$. An imaginary-time step $\tau$ corresponds to $t=-\tau$, with $A$ the one-body Hamiltonian.

```lean
/-- The exponential series of `t` times the one-body operator, applied to the amplitude `X`. -/
def propagate (A : Matrix n n ℂ) (t : ℂ) (X : Matrix n n ℂ) : Matrix n n ℂ :=
  ∑' k : ℕ, (t ^ k / (k.factorial : ℂ)) • (oneBody A ^ k) X
```

The determinant of orbitals $u$ and $v$ is kept unnormalised. For orthonormal orbitals the normalised state is `slater u v` divided by $\sqrt2$.

```lean
/-- The unnormalised two-particle determinant `u vᵀ - v uᵀ` of the orbitals `u` and `v`. -/
def slater (u v : n → ℂ) : Matrix n n ℂ :=
  vecMulVec u v - vecMulVec v u
```

## Factorising the exponential

Left and right multiplication commute, which suggests

$$T^kx=\sum_{i+j=k}\binom{k}{i}a^i x\,b^j$$

for $T(Y)=aY+Yb$ in any ring. Induction proves it: another application of $T$ raises either $i$ or $j$ by one, and Pascal's rule $\binom{k}{i-1}+\binom{k}{i}=\binom{k+1}{i}$ collects the terms. The Lean proof matches the two resulting sums with the two halves of that rule.

```lean
/-- Applying `Y ↦ a Y + Y b` to `x` a number `k` of times distributes the `k` factors over the
two sides of `x` with binomial weights. -/
theorem iterate_two_sided {R : Type*} [Ring R] (a x b : R) (k : ℕ) :
    (fun Y : R => a * Y + Y * b)^[k] x =
      ∑ ij ∈ Finset.HasAntidiagonal.antidiagonal k,
        k.choose ij.1 • (a ^ ij.1 * x * b ^ ij.2) := by
  induction k with
  | zero => simp
  | succ k ih =>
    -- Pascal's rule for the binomial weights
    have hb := Finset.sum_antidiagonal_choose_succ_nsmul
      (fun i j : ℕ => a ^ i * x * b ^ j) k
    rw [Function.iterate_succ_apply', ih]
    refine Eq.trans ?_ hb.symm
    simp only [Finset.mul_sum, Finset.sum_mul]
    refine (add_comm _ _).trans (congrArg₂ (· + ·)
      (Finset.sum_congr rfl fun ij _ => ?_) (Finset.sum_congr rfl fun ij h => ?_))
    · simp only [smul_mul_assoc, pow_succ, mul_assoc]
    · have hij := Finset.HasAntidiagonal.mem_antidiagonal.mp h
      have hch : k.choose ij.1 = k.choose ij.2 := Nat.choose_symm_of_eq_add hij.symm
      rw [hch]
      simp only [mul_smul_comm, pow_succ', mul_assoc]
```

For $i+j=k$ the weights separate:

$$\frac{t^k}{k!}\binom{k}{i}=\frac{t^i}{i!}\,\frac{t^j}{j!}.$$

Summing over $k$ thus gives the Cauchy product

$$\sum_k\frac{t^k}{k!}T^kx=\Big(\sum_i\frac{(ta)^i}{i!}\Big)\,x\,\Big(\sum_j\frac{(tb)^j}{j!}\Big).$$

Here the ring is taken to be a complete normed algebra over $\mathbb C$, so both exponential series converge absolutely, which permits the regrouping. In the proof, `hax` bounds the left series with $x$ attached, `he` is the Cauchy product, and `hterm` identifies its terms with those of the original series.

```lean
/-- The exponential series of `t` times the map `Y ↦ a Y + Y b`, applied to `x`, converges to
the product of the exponential series of `t a`, the element `x`, and that of `t b`. -/
theorem hasSum_sandwich {R : Type*} [NormedRing R] [NormedAlgebra ℂ R] [CompleteSpace R]
    (a x b : R) (t : ℂ) :
    HasSum (fun k : ℕ => (t ^ k / (k.factorial : ℂ)) •
        ((fun Y : R => a * Y + Y * b)^[k] x))
      ((∑' i : ℕ, (i.factorial : ℂ)⁻¹ • (t • a) ^ i) * x *
        ∑' j : ℕ, (j.factorial : ℂ)⁻¹ • (t • b) ^ j) := by
  -- the binomial weight splits the factorial of the total order
  have hsc : ∀ y z p q r : ℂ, p ≠ 0 →
      y * z / p * (p / (q * r)) = q⁻¹ * y * (r⁻¹ * z) := by
    intro y z p q r hp
    rw [div_mul_div_comm, mul_comm (y * z) p, mul_div_mul_left _ _ hp]
    ring
  have ha := NormedSpace.norm_expSeries_summable' (𝕂 := ℂ) (t • a)
  have hb := NormedSpace.norm_expSeries_summable' (𝕂 := ℂ) (t • b)
  have hax : Summable fun i : ℕ => ‖((i.factorial : ℂ)⁻¹ • (t • a) ^ i) * x‖ :=
    Summable.of_nonneg_of_le (fun _ => norm_nonneg _) (fun _ => norm_mul_le _ _)
      (ha.mul_right ‖x‖)
  -- Cauchy product of the two absolutely convergent series
  have hs := (summable_norm_sum_mul_antidiagonal_of_summable_norm hax hb).of_norm
  have he := tsum_mul_tsum_eq_tsum_sum_antidiagonal_of_summable_norm hax hb
  rw [ha.of_norm.tsum_mul_right x] at he
  have hterm : ∀ k : ℕ, (t ^ k / (k.factorial : ℂ)) •
      ((fun Y : R => a * Y + Y * b)^[k] x) =
        ∑ ij ∈ Finset.HasAntidiagonal.antidiagonal k,
          (((ij.1.factorial : ℂ)⁻¹ • (t • a) ^ ij.1) * x) *
            ((ij.2.factorial : ℂ)⁻¹ • (t • b) ^ ij.2) := by
    intro k
    rw [iterate_two_sided, Finset.smul_sum]
    refine Finset.sum_congr rfl ?_
    rintro ⟨i, j⟩ h
    obtain rfl : i + j = k := Finset.HasAntidiagonal.mem_antidiagonal.mp h
    dsimp only
    have h1 : ((i + j).factorial : ℂ) ≠ 0 := Nat.cast_ne_zero.mpr (Nat.factorial_ne_zero _)
    rw [← Nat.cast_smul_eq_nsmul ℂ, smul_smul, Nat.cast_add_choose, pow_add,
      hsc _ _ _ _ _ h1, smul_pow, smul_pow, smul_smul, smul_smul, smul_mul_assoc,
      smul_mul_assoc, mul_smul_comm, smul_smul]
  rw [funext hterm, he]
  exact hs.hasSum
```

Now set $a=A$, $b=A^{\mathsf T}$ and use $e^{tA^{\mathsf T}}=(e^{tA})^{\mathsf T}$. `HasSum` states that the series converges to the given limit. The proof equips the matrices with a submultiplicative norm so that the preceding lemma applies.

```lean
/-- The exponential series of the one-body operator converges on every two-particle amplitude
`X`, with sum `exp(tA) X exp(tA)ᵀ`. -/
theorem hasSum_propagate (A X : Matrix n n ℂ) (t : ℂ) :
    HasSum (fun k : ℕ => (t ^ k / (k.factorial : ℂ)) • (oneBody A ^ k) X)
      (NormedSpace.exp (t • A) * X * (NormedSpace.exp (t • A))ᵀ) := by
  have hop : ⇑(oneBody A) = fun Y : Matrix n n ℂ => A * Y + Y * Aᵀ := by
    funext Y
    simp only [oneBody, LinearMap.add_apply, LinearMap.mulLeft_apply,
      LinearMap.mulRight_apply]
  simp only [Module.End.pow_apply, hop]
  rw [← Matrix.exp_transpose, Matrix.transpose_smul, NormedSpace.exp_eq_tsum ℂ]
  let : NormedRing (Matrix n n ℂ) := Matrix.linftyOpNormedRing
  let : NormedAlgebra ℂ (Matrix n n ℂ) := Matrix.linftyOpNormedAlgebra
  exact hasSum_sandwich A X Aᵀ t
```

## Determinants stay determinants

For any matrix $M$,

$$M(uv^{\mathsf T}-vu^{\mathsf T})M^{\mathsf T}=(Mu)(Mv)^{\mathsf T}-(Mv)(Mu)^{\mathsf T},$$

because $v^{\mathsf T}M^{\mathsf T}=(Mv)^{\mathsf T}$, and likewise for $u$.

```lean
omit [DecidableEq n] in
/-- Transforming both particles of a determinant by the same matrix `M` gives the determinant
of the transformed orbitals. -/
theorem congr_slater (M : Matrix n n ℂ) (u v : n → ℂ) :
    M * slater u v * Mᵀ = slater (M *ᵥ u) (M *ᵥ v) := by
  simp only [slater, Matrix.mul_sub, Matrix.sub_mul, Matrix.mul_vecMulVec,
    Matrix.vecMulVec_mul, Matrix.vecMul_transpose]
```

Taking $M=e^{tA}$ gives the result for determinants. The proof replaces the series by its limit and applies the congruence identity.

```lean
/-- Propagation by any one-body matrix `A`, local or not, maps the determinant of `u` and `v`
to the determinant of `exp(tA) u` and `exp(tA) v`. -/
theorem propagate_slater (A : Matrix n n ℂ) (t : ℂ) (u v : n → ℂ) :
    propagate A t (slater u v) =
      slater (NormedSpace.exp (t • A) *ᵥ u) (NormedSpace.exp (t • A) *ᵥ v) := by
  rw [propagate, (hasSum_propagate A (slater u v) t).tsum_eq, congr_slater]
```

## Overlap with a trial determinant

From here on, $a$ and $b$ are the orbitals of a trial determinant. Write $\langle a|u\rangle=\sum_i\bar a_i u_i$, which is `star a ⬝ᵥ u` in Lean. Expanding the product of amplitudes gives

$$\begin{aligned}
&\sum_{i,j}\overline{(a_ib_j-b_ia_j)}\,(u_iv_j-v_iu_j)\\
&\quad=\langle a|u\rangle\langle b|v\rangle-\langle a|v\rangle\langle b|u\rangle-\langle b|u\rangle\langle a|v\rangle+\langle b|v\rangle\langle a|u\rangle\\
&\quad=2\big(\langle a|u\rangle\langle b|v\rangle-\langle a|v\rangle\langle b|u\rangle\big).
\end{aligned}$$

With a factor $1/\sqrt2$ on each determinant, the 2 disappears. Lean performs the same expansion, comparing the double sums term by term.

```lean
omit [DecidableEq n] in
/-- The overlap of two unnormalised two-particle determinants is twice the determinant of the
2 by 2 matrix of orbital overlaps. -/
theorem slater_overlap (a b u v : n → ℂ) :
    ∑ i, ∑ j, star (slater a b i j) * slater u v i j =
      2 * (!![star a ⬝ᵥ u, star a ⬝ᵥ v; star b ⬝ᵥ u, star b ⬝ᵥ v]).det := by
  have h : 2 * (!![star a ⬝ᵥ u, star a ⬝ᵥ v; star b ⬝ᵥ u, star b ⬝ᵥ v]).det =
      (star a ⬝ᵥ u) * (star b ⬝ᵥ v) - (star a ⬝ᵥ v) * (star b ⬝ᵥ u)
        - (star b ⬝ᵥ u) * (star a ⬝ᵥ v) + (star b ⬝ᵥ v) * (star a ⬝ᵥ u) := by
    rw [Matrix.det_fin_two_of]
    ring
  rw [h]
  -- each product of overlaps is a double sum over the two particles
  simp only [dotProduct, Finset.sum_mul_sum, ← Finset.sum_sub_distrib,
    ← Finset.sum_add_distrib]
  refine Finset.sum_congr rfl fun i _ => Finset.sum_congr rfl fun j _ => ?_
  simp only [slater, Matrix.sub_apply, Matrix.vecMulVec_apply, star_sub, star_mul',
    Pi.star_apply]
  ring
```

## A separable potential in closed form

If $P^2=P$, then $P^k=P$ for $k\ge1$, and

$$e^{zP}=1+\sum_{k\ge1}\frac{z^k}{k!}P=1+(e^z-1)P.$$

The proof sums the series as $e^zP+(1-P)$, the second part coming from $k=0$ alone. Only idempotence is assumed, so $P$ may be an oblique projector.

```lean
/-- The exponential of a complex multiple of a projector `P` is `1 + (e^z - 1) P`. -/
theorem exp_smul_projector (P : Matrix n n ℂ) (hP : P * P = P) (z : ℂ) :
    NormedSpace.exp (z • P) = 1 + (Complex.exp z - 1) • P := by
  have hz : HasSum (fun k : ℕ => (k.factorial : ℂ)⁻¹ • z ^ k) (Complex.exp z) := by
    rw [Complex.exp_eq_exp_ℂ, NormedSpace.exp_eq_tsum ℂ]
    exact (NormedSpace.norm_expSeries_summable' (𝕂 := ℂ) z).of_norm.hasSum
  have hpow : ∀ k : ℕ, P ^ (k + 1) = P := by
    intro k
    induction k with
    | zero => simp
    | succ k ih => rw [pow_succ, ih, hP]
  -- only the zeroth term of the series sees the complement `1 - P`
  have h := (hz.smul_const P).add (hasSum_ite_eq (0 : ℕ) (1 - P))
  have hsum : HasSum (fun k : ℕ => (k.factorial : ℂ)⁻¹ • (z • P) ^ k)
      (1 + (Complex.exp z - 1) • P) := by
    convert h using 1
    · funext k
      rcases k with _ | k
      · simp
      · simp [smul_pow, hpow, smul_smul]
    · module
  rw [NormedSpace.exp_eq_tsum ℂ]
  exact hsum.tsum_eq
```

Take the potential $D|p\rangle\langle p|$, where $p$ is a single projector function of a nonlocal pseudopotential and $D$ its strength. The hypothesis `hp` normalises $p$ (for any other nonzero $p$, the factor $\langle p|p\rangle$ can be absorbed into $D$), so that $P=|p\rangle\langle p|$ satisfies $P^2=|p\rangle\langle p|p\rangle\langle p|=P$. Since $Pu=\langle p|u\rangle p$,

$$e^{tDP}u=u+(e^{tD}-1)\langle p|u\rangle\,p,$$

and the same holds for $v$. In Lean, `hP` and `hact` are these two facts about $P$. The closed form covers this potential alone; a kinetic term or further projector functions can be included in $A$, where the general theorem applies with the full $e^{tA}$.

```lean
/-- Under the separable nonlocal potential `D |p⟩⟨p|` with normalised `p`, a determinant stays
a determinant and each orbital `u` becomes `u + (e^(tD) - 1) ⟨p|u⟩ p`. -/
theorem propagate_separable (p : n → ℂ) (hp : star p ⬝ᵥ p = 1) (D t : ℂ) (u v : n → ℂ) :
    propagate (D • vecMulVec p (star p)) t (slater u v) =
      slater (u + ((Complex.exp (t * D) - 1) * (star p ⬝ᵥ u)) • p)
        (v + ((Complex.exp (t * D) - 1) * (star p ⬝ᵥ v)) • p) := by
  have hP : vecMulVec p (star p) * vecMulVec p (star p) = vecMulVec p (star p) := by
    rw [Matrix.vecMulVec_mul_vecMulVec, hp, one_smul]
  have hact : ∀ w : n → ℂ, vecMulVec p (star p) *ᵥ w = (star p ⬝ᵥ w) • p := by
    intro w
    ext i
    simp only [Matrix.mulVec, dotProduct, Matrix.vecMulVec_apply, Pi.smul_apply,
      smul_eq_mul, Finset.sum_mul]
    exact Finset.sum_congr rfl fun j _ => by ring
  rw [propagate_slater, smul_smul, exp_smul_projector _ hP]
  simp only [Matrix.add_mulVec, Matrix.one_mulVec, Matrix.smul_mulVec, hact, smul_smul]

end

end OrbitalSpacePropagation
```

```lean
#print axioms OrbitalSpacePropagation.propagate_slater
#print axioms OrbitalSpacePropagation.slater_overlap
#print axioms OrbitalSpacePropagation.propagate_separable
```

```
'OrbitalSpacePropagation.propagate_slater' depends on axioms: [propext, Classical.choice, Quot.sound]
'OrbitalSpacePropagation.slater_overlap' depends on axioms: [propext, Classical.choice, Quot.sound]
'OrbitalSpacePropagation.propagate_separable' depends on axioms: [propext, Classical.choice, Quot.sound]
```
